# Partition function, mean occupation, energy and variance of one harmonic oscillator at positive temperature

## An oscillator represented by its levels

A harmonic oscillator of angular frequency $\omega$ is in equilibrium with a heat bath at temperature $T>0$. We want its partition function, its mean number of quanta, its mean energy and the fluctuation of the number of quanta. For this purpose the oscillator is represented by its list of energy levels, $\hbar\omega(n+\tfrac12)$ with $n=0,1,2,\dots$, each counted once, and not by a Hamiltonian operator on a Hilbert space.

Energies are measured in units of $\hbar\omega$. The temperature enters through the single number
$$y=\frac{\hbar\omega}{k_BT},$$
where $k_B$ is Boltzmann's constant. Small $y$ means a hot oscillator, large $y$ a cold one. Level $n$ has the Boltzmann factor $e^{-y(n+1/2)}$; that equilibrium is described by these weights is an assumption of the model.

The step from here to a quantum oscillator is the identification of the trace of $e^{-H/k_BT}$, with $H$ the Hamiltonian, with the sum over these levels. It needs the spectrum of $H$, which is put in by hand.

In the harmonic approximation, where the vibrations of a molecule or crystal are treated as independent modes, each mode with $\omega>0$ contributes $\hbar\omega$ times the mean energy computed below to the vibrational energy, zero-point energy included, and $-k_BT$ times the logarithm of its partition function to the Helmholtz free energy.

## What the theorems say

The definition `partitionFunction y` is the series $Z(y)=\sum_n e^{-y(n+1/2)}$. The definition `population y n` is the Boltzmann factor of level $n$ divided by $Z(y)$, written $p_n$ below. The definition `meanOccupation y` is
$$N=\frac{\sum_n n\,e^{-yn}}{\sum_n e^{-yn}},$$
in which the zero-point factor $e^{-y/2}$ has already been cancelled. The variable `n` is a natural number, converted to a real number where it enters a formula.

- `summable_boltzmann_iff`: the series for $Z$ converges if and only if $y>0$.
- `hasSum_partitionFunction`: for $y>0$ its sum is $1/(2\sinh(y/2))$.
- `population_eq`: for $y>0$, $p_n=(1-e^{-y})e^{-yn}$.
- `meanOccupation_eq`: for $y>0$ the series of $n\,e^{-yn}$ converges, and $N=1/(e^y-1)$.
- `hasSum_energy`: for $y>0$ the mean energy $\sum_n(n+\tfrac12)p_n$ is $\cosh(y/2)/(2\sinh(y/2))$, which is $\tfrac12\coth(y/2)$.
- `hasDerivAt_log_partitionFunction`: for $y>0$ the derivative of $\log Z$ with respect to $y$ is minus the mean energy.
- `hasSum_variance`: for $y>0$, $\sum_n(n-N)^2p_n=N(N+1)$.

`HasSum f a` says that the series with terms `f` converges and that its sum is `a`; `Summable f` states convergence alone. The hypothesis `0 < y` stands for a positive frequency and a positive, finite temperature. The limit $T\to0$, where $y\to\infty$, is left out.

The expression for $N$ is Planck's occupation of a single mode. A radiation spectrum would also require the density of modes.

## The Boltzmann series is geometric

Put $x=e^{-y}$. Each Boltzmann factor splits into a zero-point factor and one factor $x$ per quantum:
$$e^{-y(n+1/2)}=e^{-y/2}x^n.$$
The constant $e^{-y/2}$ is not zero, so the series converges exactly when the geometric series in $x$ does. Since $x>0$, this means $x<1$, that is, $y>0$. Then
$$Z=\frac{e^{-y/2}}{1-x}.$$
Multiplying out the definitions of the hyperbolic functions gives
$$2\sinh(y/2)\,e^{-y/2}=1-x,\qquad 2\cosh(y/2)\,e^{-y/2}=1+x.$$
The first identity turns the sum into $Z=1/(2\sinh(y/2))$. Dividing the Boltzmann factor by $Z$ cancels the zero-point factor and leaves $p_n=(1-x)x^n$.

## Occupation and energy

Differentiating $\sum_n x^n=1/(1-x)$ and multiplying by $x$ gives $\sum_n n x^n=x/(1-x)^2$. Hence
$$N=\frac{x/(1-x)^2}{1/(1-x)}=\frac{x}{1-x}=\frac{1}{e^y-1},$$
where the last step multiplies numerator and denominator by $e^y$.

The mean energy uses the same two series:
$$\sum_n\left(n+\tfrac12\right)p_n=(1-x)\left[\frac{x}{(1-x)^2}+\frac{1}{2(1-x)}\right]=\frac{1+x}{2(1-x)}=\frac{\cosh(y/2)}{2\sinh(y/2)}.$$
On the other side, $\log Z=-\log(2\sinh(y/2))$. The derivative of $2\sinh(y/2)$ is $\cosh(y/2)$, so
$$\frac{d}{dy}\log Z=-\frac{\cosh(y/2)}{2\sinh(y/2)},$$
which is minus the mean energy.

## Fluctuation of the number of quanta

The second moment comes from the binomial series $\sum_n\binom{n+2}{2}x^n=1/(1-x)^3$. Since $2\binom{n+2}{2}=n^2+3n+2$,
$$(n-N)^2=2\binom{n+2}{2}-(3+2N)\,n+N^2-2.$$
Multiply by $p_n=(1-x)x^n$ and sum. With $x/(1-x)=N$ and $1/(1-x)=N+1$ the result is
$$2(N+1)^2-(3+2N)N+N^2-2=N^2+N=N(N+1).$$
This is the variance because $\sum_n p_n=1$ and $\sum_n n\,p_n=N$. These two sums have no theorem of their own, but they follow at once from the geometric form of $p_n$.

## Infinite temperature as a counter-example

Suppose that $y>0$ is weakened to $y\ge0$. At $y=0$ every Boltzmann factor equals 1, and the series $1+1+1+\cdots$ diverges, so `hasSum_partitionFunction` would be false. Lean assigns the value 0 both to this divergent series and to $1/(2\sinh 0)$, so a bare equation between values would hold there without physical content; `HasSum` rules this out.

## The Lean source

```lean
import Mathlib

open Filter Topology

namespace ThermalOscillator

noncomputable section

/-- The partition function of the harmonic oscillator, with levels `n + 1/2` in units of the
quantum and `y` the quantum divided by the thermal energy; its domain is `y > 0`. -/
def partitionFunction (y : ℝ) : ℝ := ∑' n : ℕ, Real.exp (-y * (n + 1 / 2))

/-- The thermal population of level `n`: its Boltzmann factor divided by the partition function,
for `y > 0`. -/
def population (y : ℝ) (n : ℕ) : ℝ := Real.exp (-y * (n + 1 / 2)) / partitionFunction y

/-- The mean occupation: the series of `n exp(-yn)` divided by the series of `exp(-yn)`,
for `y > 0`. -/
def meanOccupation (y : ℝ) : ℝ :=
  (∑' n : ℕ, (n : ℝ) * Real.exp (-y * n)) / ∑' n : ℕ, Real.exp (-y * n)

/-- A Boltzmann factor is the zero-point factor times one factor `exp(-y)` per quantum. -/
theorem boltzmann_factor (y : ℝ) (n : ℕ) :
    Real.exp (-y * (n + 1 / 2)) = Real.exp (-(y / 2)) * Real.exp (-y) ^ n := by
  rw [← Real.exp_nat_mul, ← Real.exp_add]
  congr 1
  ring

/-- Multiplying by twice the zero-point factor `exp(-y/2)` turns `sinh(y/2)` and `cosh(y/2)` into
`1 - exp(-y)` and `1 + exp(-y)`. -/
theorem hyperbolic_factor (y : ℝ) :
    2 * Real.sinh (y / 2) * Real.exp (-(y / 2)) = 1 - Real.exp (-y) ∧
    2 * Real.cosh (y / 2) * Real.exp (-(y / 2)) = 1 + Real.exp (-y) := by
  have h1 : Real.exp (y / 2) * Real.exp (-(y / 2)) = 1 := by
    rw [← Real.exp_add, add_neg_cancel, Real.exp_zero]
  have h2 : Real.exp (-(y / 2)) * Real.exp (-(y / 2)) = Real.exp (-y) := by
    rw [← Real.exp_add]
    congr 1
    ring
  rw [Real.sinh_eq, Real.cosh_eq]
  constructor
  · linear_combination h1 - h2
  · linear_combination h1 + h2

/-- The series of Boltzmann factors converges exactly when `y` is positive. -/
theorem summable_boltzmann_iff (y : ℝ) :
    Summable (fun n : ℕ => Real.exp (-y * (n + 1 / 2))) ↔ 0 < y := by
  simp only [boltzmann_factor]
  rw [summable_mul_left_iff (Real.exp_ne_zero _), summable_geometric_iff_norm_lt_one,
    Real.norm_eq_abs, abs_of_pos (Real.exp_pos _), ← Real.exp_zero, Real.exp_lt_exp,
    neg_lt_zero]

/-- For `y > 0` the series of Boltzmann factors converges to `1 / (2 sinh(y/2))`. -/
theorem hasSum_partitionFunction {y : ℝ} (hy : 0 < y) :
    HasSum (fun n : ℕ => Real.exp (-y * (n + 1 / 2))) (1 / (2 * Real.sinh (y / 2))) := by
  have hx : Real.exp (-y) < 1 := Real.exp_lt_one_iff.mpr (by linarith)
  have hs : Real.sinh (y / 2) ≠ 0 := (Real.sinh_pos_iff.mpr (by linarith)).ne'
  have hb : Real.exp (-(y / 2)) ≠ 0 := Real.exp_ne_zero _
  -- a geometric series, multiplied by the zero-point factor
  have h := (hasSum_geometric_of_lt_one (Real.exp_pos (-y)).le hx).mul_left
    (Real.exp (-(y / 2)))
  have hv : 1 / (2 * Real.sinh (y / 2))
      = Real.exp (-(y / 2)) * (1 - Real.exp (-y))⁻¹ := by
    rw [← (hyperbolic_factor y).1]
    field_simp
  simp only [boltzmann_factor]
  rw [hv]
  exact h

/-- For `y > 0` the populations form the geometric distribution `(1 - exp(-y)) exp(-y)^n`. -/
theorem population_eq {y : ℝ} (hy : 0 < y) (n : ℕ) :
    population y n = (1 - Real.exp (-y)) * Real.exp (-y) ^ n := by
  rw [population, boltzmann_factor, partitionFunction, (hasSum_partitionFunction hy).tsum_eq,
    ← (hyperbolic_factor y).1, div_div_eq_mul_div, div_one]
  ring

/-- For `y > 0` the series of `n exp(-yn)` converges, and the mean occupation is the Planck
expression `1 / (exp(y) - 1)`. -/
theorem meanOccupation_eq {y : ℝ} (hy : 0 < y) :
    Summable (fun n : ℕ => (n : ℝ) * Real.exp (-y * n)) ∧
    meanOccupation y = 1 / (Real.exp y - 1) := by
  have hx : Real.exp (-y) < 1 := Real.exp_lt_one_iff.mpr (by linarith)
  have hn : ‖Real.exp (-y)‖ < 1 := by
    rwa [Real.norm_eq_abs, abs_of_pos (Real.exp_pos _)]
  have hp : ∀ n : ℕ, Real.exp (-y * n) = Real.exp (-y) ^ n := fun n => by
    rw [mul_comm, Real.exp_nat_mul]
  have h1 := hasSum_coe_mul_geometric_of_norm_lt_one hn
  have hd : 1 - Real.exp (-y) ≠ 0 := (sub_pos.mpr hx).ne'
  have hE : Real.exp y - 1 ≠ 0 := (sub_pos.mpr (Real.one_lt_exp_iff.mpr hy)).ne'
  have he : Real.exp y * Real.exp (-y) = 1 := by
    rw [← Real.exp_add, add_neg_cancel, Real.exp_zero]
  simp only [meanOccupation, hp]
  refine ⟨h1.summable, ?_⟩
  rw [h1.tsum_eq, (hasSum_geometric_of_norm_lt_one hn).tsum_eq]
  -- the quotient of the two sums is x / (1 - x) with x = exp(-y)
  have hq : Real.exp (-y) / (1 - Real.exp (-y)) ^ 2 / (1 - Real.exp (-y))⁻¹
      = Real.exp (-y) / (1 - Real.exp (-y)) := by
    field_simp
  rw [hq, div_eq_div_iff hd hE]
  linear_combination he

/-- For `y > 0` the mean energy, in units of the quantum, is half the hyperbolic cotangent
of `y/2`. -/
theorem hasSum_energy {y : ℝ} (hy : 0 < y) :
    HasSum (fun n : ℕ => ((n : ℝ) + 1 / 2) * population y n)
      (Real.cosh (y / 2) / (2 * Real.sinh (y / 2))) := by
  have hx : Real.exp (-y) < 1 := Real.exp_lt_one_iff.mpr (by linarith)
  have hn : ‖Real.exp (-y)‖ < 1 := by
    rwa [Real.norm_eq_abs, abs_of_pos (Real.exp_pos _)]
  have hd : 1 - Real.exp (-y) ≠ 0 := (sub_pos.mpr hx).ne'
  have hs : Real.sinh (y / 2) ≠ 0 := (Real.sinh_pos_iff.mpr (by linarith)).ne'
  have hb : Real.exp (-(y / 2)) ≠ 0 := Real.exp_ne_zero _
  have h := ((hasSum_coe_mul_geometric_of_norm_lt_one hn).add
    ((hasSum_geometric_of_norm_lt_one hn).mul_left (1 / 2))).mul_left (1 - Real.exp (-y))
  have hc : Real.cosh (y / 2) / (2 * Real.sinh (y / 2))
      = (1 + Real.exp (-y)) / (2 * (1 - Real.exp (-y))) := by
    rw [← (hyperbolic_factor y).1, ← (hyperbolic_factor y).2]
    field_simp
  have hf : (fun n : ℕ => ((n : ℝ) + 1 / 2) * population y n) = fun n : ℕ =>
      (1 - Real.exp (-y)) * ((n : ℝ) * Real.exp (-y) ^ n + 1 / 2 * Real.exp (-y) ^ n) := by
    funext n
    rw [population_eq hy]
    ring
  have hv : (1 + Real.exp (-y)) / (2 * (1 - Real.exp (-y))) = (1 - Real.exp (-y)) *
      (Real.exp (-y) / (1 - Real.exp (-y)) ^ 2 + 1 / 2 * (1 - Real.exp (-y))⁻¹) := by
    field_simp
    ring
  rw [hf, hc, hv]
  exact h

/-- For `y > 0` the derivative of the logarithm of the partition function with respect to `y`
is minus the mean energy. -/
theorem hasDerivAt_log_partitionFunction {y : ℝ} (hy : 0 < y) :
    HasDerivAt (fun t => Real.log (partitionFunction t))
      (-∑' n : ℕ, ((n : ℝ) + 1 / 2) * population y n) y := by
  rw [(hasSum_energy hy).tsum_eq]
  have hs : 2 * Real.sinh (y / 2) ≠ 0 :=
    (mul_pos two_pos (Real.sinh_pos_iff.mpr (by linarith))).ne'
  have h1 : HasDerivAt (fun t : ℝ => 2 * Real.sinh (t / 2))
      (2 * (Real.cosh (y / 2) * (1 / 2))) y :=
    (((hasDerivAt_id' y).div_const 2).sinh).const_mul 2
  refine ((h1.log hs).fun_neg.congr_of_eventuallyEq ?_).congr_deriv ?_
  · -- the closed form holds at all nearby positive arguments
    filter_upwards [lt_mem_nhds hy] with t ht
    rw [partitionFunction, (hasSum_partitionFunction ht).tsum_eq, one_div, Real.log_inv]
  · ring

/-- For `y > 0` the variance of the occupation number is `N (N + 1)`, where `N` is the mean
occupation. -/
theorem hasSum_variance {y : ℝ} (hy : 0 < y) :
    HasSum (fun n : ℕ => ((n : ℝ) - meanOccupation y) ^ 2 * population y n)
      (meanOccupation y * (meanOccupation y + 1)) := by
  have hx : Real.exp (-y) < 1 := Real.exp_lt_one_iff.mpr (by linarith)
  have hn : ‖Real.exp (-y)‖ < 1 := by
    rwa [Real.norm_eq_abs, abs_of_pos (Real.exp_pos _)]
  have hd : 1 - Real.exp (-y) ≠ 0 := (sub_pos.mpr hx).ne'
  have hE : Real.exp y - 1 ≠ 0 := (sub_pos.mpr (Real.one_lt_exp_iff.mpr hy)).ne'
  have he : Real.exp y * Real.exp (-y) = 1 := by
    rw [← Real.exp_add, add_neg_cancel, Real.exp_zero]
  have hN : meanOccupation y = Real.exp (-y) / (1 - Real.exp (-y)) := by
    rw [(meanOccupation_eq hy).2, div_eq_div_iff hE hd]
    linear_combination -he
  -- the square of n is a combination of binomial coefficients
  have h := ((((hasSum_choose_mul_geometric_of_norm_lt_one 2 hn).mul_left 2).sub
    ((hasSum_coe_mul_geometric_of_norm_lt_one hn).mul_left (3 + 2 * meanOccupation y))).add
    ((hasSum_geometric_of_norm_lt_one hn).mul_left (meanOccupation y ^ 2 - 2))).mul_left
    (1 - Real.exp (-y))
  have hf : (fun n : ℕ => ((n : ℝ) - meanOccupation y) ^ 2 * population y n) = fun n : ℕ =>
      (1 - Real.exp (-y)) * (2 * (((n + 2).choose 2 : ℕ) * Real.exp (-y) ^ n)
        - (3 + 2 * meanOccupation y) * ((n : ℝ) * Real.exp (-y) ^ n)
        + (meanOccupation y ^ 2 - 2) * Real.exp (-y) ^ n) := by
    funext n
    rw [population_eq hy, Nat.cast_choose_two]
    push_cast
    ring
  have hv : meanOccupation y * (meanOccupation y + 1) =
      (1 - Real.exp (-y)) * (2 * (1 / (1 - Real.exp (-y)) ^ (2 + 1))
        - (3 + 2 * meanOccupation y) * (Real.exp (-y) / (1 - Real.exp (-y)) ^ 2)
        + (meanOccupation y ^ 2 - 2) * (1 - Real.exp (-y))⁻¹) := by
    rw [hN]
    field_simp
    ring
  rw [hf, hv]
  exact h

end

end ThermalOscillator
```

```lean
#print axioms ThermalOscillator.summable_boltzmann_iff
#print axioms ThermalOscillator.hasDerivAt_log_partitionFunction
#print axioms ThermalOscillator.hasSum_variance
```

```
'ThermalOscillator.summable_boltzmann_iff' depends on axioms: [propext, Classical.choice, Quot.sound]
'ThermalOscillator.hasDerivAt_log_partitionFunction' depends on axioms: [propext, Classical.choice, Quot.sound]
'ThermalOscillator.hasSum_variance' depends on axioms: [propext, Classical.choice, Quot.sound]
```

## How Lean carries out the sums

`boltzmann_factor` is the splitting into $e^{-y/2}x^n$: the exponentials are combined into one, and `ring` compares the exponents. `hyperbolic_factor` proves the two hyperbolic identities from the products $e^{y/2}e^{-y/2}=1$ and $e^{-y/2}e^{-y/2}=e^{-y}$, which `linear_combination` subtracts or adds.

In `summable_boltzmann_iff`, the lemma `summable_mul_left_iff` removes the nonzero zero-point factor. Mathlib's criterion for geometric series then leaves $x<1$, which is rewritten as $0<y$. For the value, `hasSum_partitionFunction` takes the geometric sum, multiplies it by $e^{-y/2}$ with `mul_left`, and uses `hv` to match the result with the hyperbolic form. `population_eq` inserts this value into the definition of the population.

The differentiated series is already in Mathlib as `hasSum_coe_mul_geometric_of_norm_lt_one`. In `meanOccupation_eq` it supplies both the convergence and the numerator of $N$. The step `hq` simplifies the quotient to $x/(1-x)$, and the final equality is checked by cross-multiplication with $e^y e^{-y}=1$.

`hasSum_energy` and `hasSum_variance` share one pattern. The fact `h` is a linear combination of known series, `hf` shows that its terms are the physical ones, and `hv` shows that its sum is the claimed value, which for the energy has first been rewritten by `hc` from the hyperbolic form to $(1+x)/(2(1-x))$. For the variance, `hf` contains the binomial expression for $(n-N)^2$, with `Nat.cast_choose_two` writing the binomial coefficient as a polynomial.

The derivative needs one more argument. The closed form of $Z$ is available only at positive arguments, while a derivative at $y$ depends on the function near $y$. Since $y>0$, all sufficiently close arguments are positive too; `filter_upwards [lt_mem_nhds hy]` expresses this, and `congr_of_eventuallyEq` transfers the derivative of $-\log(2\sinh(t/2))$ at $t=y$ to $\log Z$. The mean-energy series in the statement has been replaced at the start by its value from `hasSum_energy`, so `ring` only has to compare two closed expressions.
